# With ħ = k_B = 1, T times the half-weighted Matsubara sum of one oscillator's normalised response is (w/4) coth(w/(2T))

Close to a perfectly conducting wall, where retardation is negligible, the thermal Casimir-Polder sum for an atom modelled as one oscillator of frequency w runs over all integer multiples of 2πT, so it counts each positive Matsubara frequency twice and zero once. Folded onto the positive frequencies, it gives the static response weight one half. I write that term outside the infinite series and divide the response by its static value. With k_B = ħ = 1 this gives

S(T) = T [1/2 + Σ_{m≥1} w²/(w² + (2πTm)²)].

As T → 0⁺, every single term, multiplied by T, vanishes. How can S(T) still tend to w/4, and is the correction at small T a power of T or something smaller?

## The correction is w/2 times a Planck occupation number

More and more terms contribute as T falls, and together they keep S(T) from vanishing. The correction is exponentially small. Both follow from a closed form for w, T > 0.

The series converges, since its terms are at most (w/(2πT))²/m². Put x = w/(2πT), so that each term becomes x²/(x² + m²). For complex z that is not an integer,

π cot(πz) = 1/z + Σ_{m≥1} [1/(z − m) + 1/(z + m)].

At z = ix the bracket is −2ix/(x² + m²), and multiplying it by ix/2 gives x²/(x² + m²). Since cot(iπx) = −i coth(πx),

Σ_{m≥1} x²/(x² + m²) = (ix/2)[π cot(iπx) − 1/(ix)] = (πx/2) coth(πx) − 1/2.

Add 1/2, multiply by T, and use πTx/2 = w/4 and πx = w/(2T):

S(T) = (w/4) coth(w/(2T)).

With N = 1/(exp(w/T) − 1), we have coth(w/(2T)) = (exp(w/T) + 1)/(exp(w/T) − 1) = 1 + 2N, so

S(T) = (w/2)(1/2 + N).

This is half the mean energy of the oscillator at temperature T, zero-point energy included. As T → 0⁺, w/T → ∞, so N → 0 and S(T) → w/4. Moreover N exp(w/T) = 1 + N, hence

(S(T) − w/4) exp(w/T) = (w/2)(1 + N) → w/2.

In the Lean file, `response` is the polarisability at imaginary frequency divided by its static value, and `thermalSum w T` is S(T). Lean's index `n` starts at 0, so m is `n + 1`. The hyperbolic cotangent is written as `Real.cosh` over `Real.sinh`, and `𝓝[>] 0` means that T approaches zero from above. Lean gives a divergent `∑'` the value 0, so `summable_response` is what makes the sum a genuine one.

```lean
import Mathlib

open Real Filter Topology

namespace ThermalCasimirPolder

noncomputable section

/-- The Matsubara frequency `2 π T n`, in units where the Boltzmann constant and the reduced Planck
constant are one. -/
def matsubaraFreq (T : ℝ) (n : ℕ) : ℝ := 2 * π * T * n

/-- The response of an oscillator of frequency `w` at imaginary frequency `ξ`, normalised to its
static value; the domain is `w ≠ 0`. -/
def response (w ξ : ℝ) : ℝ := w ^ 2 / (w ^ 2 + ξ ^ 2)

/-- The thermal sum: `T` times the sum of the normalised response over the Matsubara frequencies
`2 π T m` with `m ≥ 0`, the static term counted by one half; the domain is `w ≠ 0` and `T ≠ 0`. -/
def thermalSum (w T : ℝ) : ℝ :=
  T * (1 / 2 + ∑' n : ℕ, response w (matsubaraFreq T (n + 1)))

/-- The Planck occupation number of a mode of frequency `w` at temperature `T`; the domain is
`w ≠ 0` and `T ≠ 0`. -/
def planckOccupation (w T : ℝ) : ℝ := 1 / (Real.exp (w / T) - 1)

/-- For positive frequency and temperature the series over Matsubara frequencies converges. -/
theorem summable_response {w T : ℝ} (hw : 0 < w) (hT : 0 < T) :
    Summable fun n : ℕ => response w (matsubaraFreq T (n + 1)) := by
  have hs : Summable fun n : ℕ => 1 / ((n + 1 : ℕ) : ℝ) ^ 2 :=
    (summable_nat_add_iff 1).mpr (Real.summable_one_div_nat_pow.mpr one_lt_two)
  refine Summable.of_nonneg_of_le (fun n => ?_) (fun n => ?_)
    (hs.mul_left (w ^ 2 / (2 * π * T) ^ 2))
  · unfold response
    positivity
  · -- dropping `w ^ 2` from the denominator leaves a multiple of `1 / (n + 1) ^ 2`
    have hm : (0 : ℝ) < ((n + 1 : ℕ) : ℝ) := by exact_mod_cast Nat.succ_pos n
    unfold response matsubaraFreq
    rw [div_mul_div_comm, mul_one, ← mul_pow]
    exact div_le_div_of_nonneg_left (by positivity) (by positivity)
      (le_add_of_nonneg_left (by positivity))

/-- The partial-fraction expansion of `coth (π x)`, multiplied by `π x / 2`, for positive `x`. -/
theorem coth_series {x : ℝ} (hx : 0 < x) :
    1 / 2 + ∑' n : ℕ, x ^ 2 / (x ^ 2 + ((n + 1 : ℕ) : ℝ) ^ 2) =
      π * x / 2 * (Real.cosh (π * x) / Real.sinh (π * x)) := by
  have hz : (x : ℂ) * Complex.I ∈ Complex.integerComplement := by
    rintro ⟨n, hn⟩
    have h := congrArg Complex.im hn
    simp at h
    linarith
  -- the cotangent series on the imaginary axis
  have h := cot_series_rep' hz
  have hterm : ∀ n : ℕ, ((x ^ 2 / (x ^ 2 + ((n + 1 : ℕ) : ℝ) ^ 2) : ℝ) : ℂ) =
      (x : ℂ) * Complex.I / 2 * (1 / ((x : ℂ) * Complex.I - ((n : ℂ) + 1)) +
        1 / ((x : ℂ) * Complex.I + ((n : ℂ) + 1))) := by
    intro n
    have h1 : (x : ℂ) * Complex.I - ((n : ℂ) + 1) ≠ 0 := by
      intro h0
      have h0' := congrArg Complex.im h0
      simp at h0'
      linarith
    have h2 : (x : ℂ) * Complex.I + ((n : ℂ) + 1) ≠ 0 := by
      intro h0
      have h0' := congrArg Complex.im h0
      simp at h0'
      linarith
    have h3 : (x : ℂ) ^ 2 + ((n : ℂ) + 1) ^ 2 ≠ 0 := by
      have h3' : x ^ 2 + ((n : ℝ) + 1) ^ 2 ≠ 0 := by positivity
      exact_mod_cast h3'
    push_cast
    rw [div_add_div _ _ h1 h2, ← mul_div_assoc, div_eq_div_iff h3 (mul_ne_zero h1 h2)]
    linear_combination (-((x : ℂ) ^ 2 * ((n : ℂ) + 1) ^ 2)) * Complex.I_sq
  have hs : ((∑' n : ℕ, x ^ 2 / (x ^ 2 + ((n + 1 : ℕ) : ℝ) ^ 2) : ℝ) : ℂ) =
      (x : ℂ) * Complex.I / 2 * (π * Complex.cot (π * ((x : ℂ) * Complex.I)) -
        1 / ((x : ℂ) * Complex.I)) := by
    rw [Complex.ofReal_tsum, h, ← tsum_mul_left]
    exact tsum_congr hterm
  -- the cotangent of an imaginary argument is hyperbolic
  have hc : Complex.cot (π * ((x : ℂ) * Complex.I)) =
      Complex.cosh (π * x) / (Complex.sinh (π * x) * Complex.I) := by
    rw [Complex.cot, ← mul_assoc, Complex.cos_mul_I, Complex.sin_mul_I]
  have hsinh : Complex.sinh ((π : ℂ) * x) ≠ 0 := by
    rw [← Complex.ofReal_mul, ← Complex.ofReal_sinh]
    exact Complex.ofReal_ne_zero.mpr (Real.sinh_pos_iff.mpr (by positivity)).ne'
  have hx0 : (x : ℂ) ≠ 0 := Complex.ofReal_ne_zero.mpr hx.ne'
  have hI := Complex.I_ne_zero
  apply Complex.ofReal_injective
  rw [Complex.ofReal_add, hs, hc]
  push_cast
  field_simp
  ring

/-- For positive frequency and temperature the thermal sum equals
`(w / 4) coth (w / (2 T))`. -/
theorem thermalSum_eq_coth {w T : ℝ} (hw : 0 < w) (hT : 0 < T) :
    thermalSum w T =
      w / 4 * (Real.cosh (w / (2 * T)) / Real.sinh (w / (2 * T))) := by
  -- measure the frequency in units of the Matsubara spacing
  obtain ⟨x, hx, rfl⟩ : ∃ x : ℝ, 0 < x ∧ w = 2 * π * T * x :=
    ⟨w / (2 * π * T), by positivity, by field_simp⟩
  have hterm : ∀ n : ℕ, response (2 * π * T * x) (matsubaraFreq T (n + 1)) =
      x ^ 2 / (x ^ 2 + ((n + 1 : ℕ) : ℝ) ^ 2) := by
    intro n
    unfold response matsubaraFreq
    rw [div_eq_div_iff (by positivity) (by positivity)]
    ring
  have harg : 2 * π * T * x / (2 * T) = π * x := by field_simp
  unfold thermalSum
  rw [tsum_congr hterm, coth_series hx, harg]
  ring

/-- For positive frequency and temperature the thermal sum is `w / 2` times the sum of one half
and the Planck occupation number. -/
theorem thermalSum_eq_planck {w T : ℝ} (hw : 0 < w) (hT : 0 < T) :
    thermalSum w T = w / 2 * (1 / 2 + planckOccupation w T) := by
  have hsq : Real.exp (w / T) = Real.exp (w / (2 * T)) ^ 2 := by
    rw [pow_two, ← Real.exp_add]
    congr 1
    ring
  have hD : Real.exp (w / (2 * T)) ^ 2 - 1 ≠ 0 := by
    rw [← hsq]
    exact (sub_pos.mpr (Real.one_lt_exp_iff.mpr (div_pos hw hT))).ne'
  rw [thermalSum_eq_coth hw hT, planckOccupation, hsq, Real.cosh_eq, Real.sinh_eq]
  have hEF : Real.exp (w / (2 * T)) * Real.exp (-(w / (2 * T))) = 1 := by
    rw [← Real.exp_add, add_neg_cancel, Real.exp_zero]
  have hF : Real.exp (-(w / (2 * T))) / 2 ≠ 0 := by positivity
  generalize Real.exp (w / (2 * T)) = E at *
  generalize Real.exp (-(w / (2 * T))) = F at *
  -- extract the common factor `F / 2` from numerator and denominator
  have hc : (E + F) / 2 = (E ^ 2 + 1) * (F / 2) := by
    linear_combination (-(E / 2)) * hEF
  have hs : (E - F) / 2 = (E ^ 2 - 1) * (F / 2) := by
    linear_combination (-(E / 2)) * hEF
  rw [hc, hs, mul_div_mul_right _ _ hF]
  linear_combination (w / 4) * mul_inv_cancel₀ hD

/-- The Planck occupation number of a mode of positive frequency vanishes as the temperature
tends to zero from above. -/
theorem planckOccupation_tendsto_zero {w : ℝ} (hw : 0 < w) :
    Tendsto (planckOccupation w) (𝓝[>] 0) (𝓝 0) := by
  have h1 : Tendsto (fun T : ℝ => w / T) (𝓝[>] 0) atTop := by
    simpa only [div_eq_mul_inv] using tendsto_inv_nhdsGT_zero.const_mul_atTop hw
  have h2 := tendsto_atTop_add_const_right _ (-1 : ℝ) (Real.tendsto_exp_atTop.comp h1)
  refine (tendsto_inv_atTop_zero.comp h2).congr fun T => ?_
  simp [planckOccupation, sub_eq_add_neg]

/-- For positive frequency the thermal sum tends to `w / 4` as the temperature tends to zero
from above. -/
theorem thermalSum_tendsto {w : ℝ} (hw : 0 < w) :
    Tendsto (thermalSum w) (𝓝[>] 0) (𝓝 (w / 4)) := by
  have e : w / 4 = w / 2 * (1 / 2 + 0) := by ring
  rw [e]
  refine (((planckOccupation_tendsto_zero hw).const_add (1 / 2)).const_mul (w / 2)).congr' ?_
  filter_upwards [self_mem_nhdsWithin] with T hT
  exact (thermalSum_eq_planck hw hT).symm

/-- For positive frequency the excess of the thermal sum over `w / 4`, multiplied by
`exp (w / T)`, tends to `w / 2` as the temperature tends to zero from above. -/
theorem thermal_excess_tendsto {w : ℝ} (hw : 0 < w) :
    Tendsto (fun T => (thermalSum w T - w / 4) * Real.exp (w / T)) (𝓝[>] 0)
      (𝓝 (w / 2)) := by
  have e : w / 2 = w / 2 * (1 + 0) := by ring
  rw [e]
  refine (((planckOccupation_tendsto_zero hw).const_add 1).const_mul (w / 2)).congr' ?_
  filter_upwards [self_mem_nhdsWithin] with T hT
  have hD : Real.exp (w / T) - 1 ≠ 0 :=
    (sub_pos.mpr (Real.one_lt_exp_iff.mpr (div_pos hw hT))).ne'
  -- the occupation number `N` obeys `N exp (w / T) = 1 + N`
  rw [thermalSum_eq_planck hw hT, planckOccupation]
  linear_combination (-(w / 2)) * mul_inv_cancel₀ hD

end

end ThermalCasimirPolder
```

```lean
#print axioms ThermalCasimirPolder.summable_response
#print axioms ThermalCasimirPolder.thermalSum_eq_planck
#print axioms ThermalCasimirPolder.thermalSum_tendsto
#print axioms ThermalCasimirPolder.thermal_excess_tendsto
```

```
'ThermalCasimirPolder.summable_response' depends on axioms: [propext, Classical.choice, Quot.sound]
'ThermalCasimirPolder.thermalSum_eq_planck' depends on axioms: [propext, Classical.choice, Quot.sound]
'ThermalCasimirPolder.thermalSum_tendsto' depends on axioms: [propext, Classical.choice, Quot.sound]
'ThermalCasimirPolder.thermal_excess_tendsto' depends on axioms: [propext, Classical.choice, Quot.sound]
```

`summable_response` is the comparison with 1/m². In `coth_series`, `hz` shows that ix is not an integer, `cot_series_rep'` supplies the cotangent expansion, `hterm` matches it term by term, and `Complex.ofReal_injective` brings the complex identity back to the reals. `thermalSum_eq_coth` substitutes w = 2πTx.

`thermalSum_eq_planck` writes E and F for exp(±w/(2T)), uses EF = 1, and cancels the common factor F/2. `planckOccupation_tendsto_zero` follows exp(w/T) to infinity. The last two theorems transfer that limit by `congr'`, with `filter_upwards` restricting to T > 0, where the Planck form holds.

The limit theorem needs w not to be negative. For w = −1 the sum is the same as for w = 1, because only w² enters; it tends to 1/4, whereas the formula w/4 would give −1/4.

In a calculation, the sum appears for instance in the non-retarded interaction free energy −C₃/d³ of an atom at distance d from a perfectly conducting wall. For an isotropic atom with a single oscillator and static polarisability α₀, in Gaussian units,

C₃ = (α₀/2) S(T) = (α₀w/8) coth(w/(2T)).

At w/T = 10 the thermal factor is 1 + 2N ≈ 1.00009. Summed directly, the series converges slowly: stopping after a hundred terms leaves out about one per cent of the total.

The step to a real atom is the replacement of its polarisability by one undamped oscillator with a temperature-independent frequency. The theorems concern a single response factor. For two interacting atoms a product of two polarisabilities appears, and that sum is not treated in the Lean file; if the two frequencies differ, partial fractions reduce the product to single responses.
